# The autocorrelation of an orthonormal scaling function is interpolating and refinable

Suppose a potential is expanded on a uniform grid as $V(x)=\sum_n c_n\,\varphi(x-n)$, where the integer shifts of $\varphi$ are orthonormal. Its value at the grid point $j$ is $\sum_n c_n\,\varphi(j-n)$, which in general mixes several coefficients. If the sampled values of a potential are used directly as the coefficients $c_n$, the resulting expansion therefore need not reproduce those values at the grid points. Replacing $\varphi$ by its autocorrelation removes the mixing and keeps a relation between successive grid scales.

Let $\varphi$ be real, continuous and compactly supported, with orthonormal integer shifts, and let

$$\varphi(x)=\sqrt2\sum_k h_k\,\varphi(2x-k)$$

for a filter $h$ with finitely many nonzero coefficients. Define

$$A(x)=\int \varphi(t)\,\varphi(t-x)\,dt,\qquad a_m=\sum_k h_k h_{k+m}.$$

Then, for every integer $n$ and every real $x$,

$$A(n)=\delta_{n0},\qquad A(x)=\sum_m a_m\,A(2x-m).$$

In a one-dimensional calculation on a uniform grid, the values of a potential or density at the grid points can therefore serve directly as expansion coefficients in the shifts of $A$. How well the expansion represents the function between those points is a separate question.

## Derivation by rescaling the overlap integral

A continuous function of compact support is square-integrable, so products of shifted or rescaled copies of $\varphi$ are integrable. The integer values of $A$ are overlaps of two shifts:

$$A(n)=\int\varphi(t-0)\,\varphi(t-n)\,dt=\delta_{n0}.$$

For the refinement relation, insert the two-scale relation in both factors of $A(x)$, with index $k$ in the first and $l$ in the second:

$$\varphi(t)\,\varphi(t-x)=2\sum_l\sum_k h_l h_k\,\varphi(2t-k)\,\varphi(2(t-x)-l).$$

Both sums are finite, so they may be integrated term by term. Substitute $s=2t-k$, which gives $dt=ds/2$ and

$$2(t-x)-l=s+k-2x-l=s-\bigl(2x-(k-l)\bigr).$$

Each integral is therefore $\tfrac12A(2x-(k-l))$. The factor $\tfrac12$ cancels the 2, and

$$A(x)=\sum_l\sum_k h_l h_k\,A\bigl(2x-(k-l)\bigr).$$

Now group the terms by the lag $m=k-l$, so that $k=l+m$:

$$A(x)=\sum_m\Bigl(\sum_l h_l h_{l+m}\Bigr)A(2x-m)=\sum_m a_m\,A(2x-m).$$

Three consequences follow. For any coefficients $c_n$, only the term $n=j$ survives in $\sum_n c_n A(j-n)$, so the sum equals $c_j$. Setting $x=j/2$ in the refinement relation gives $A(j/2)=\sum_m a_m A(j-m)=a_j$: the coefficients $a_j$ are the samples of $A$ at spacing one half. Taking $j=2n$ then gives $a_{2n}=A(n)=\delta_{n0}$.

## Scaling functions and filters in Lean

```lean
import Mathlib

open MeasureTheory

namespace AutocorrelationScaling

noncomputable section
```

The hypotheses are collected in a structure that asks for square-integrability instead of continuity and compact support, a weaker requirement that also admits the Haar function.

```lean
/-- A square-integrable real scaling function `φ` with filter `h`: its integer shifts are
orthonormal and it obeys the two-scale relation `φ(x) = √2 ∑ h_k φ(2x - k)`. -/
structure IsOrthonormalScaling (φ : ℝ → ℝ) (h : ℤ →₀ ℝ) : Prop where
  memLp : MemLp φ 2 volume
  orthonormal : ∀ m n : ℤ, ∫ t, φ (t - m) * φ (t - n) = if m = n then 1 else 0
  two_scale : ∀ x, φ x = √2 * ∑ k ∈ h.support, h k * φ (2 * x - k)
```

Here `φ : ℝ → ℝ` is the scaling function, and `h : ℤ →₀ ℝ` is a function on the integers with finite support. The field `memLp` says that $\varphi$ lies in $L^2(\mathbb R)$. The field `orthonormal` says that the overlap matrix of the integer shifts is the identity, including the normalisation on its diagonal. The field `two_scale` says that the coarse function is a finite combination of functions on a grid twice as fine. It fixes the convention with the prefactor $\sqrt2$, and it is required at every point $x$, not merely almost everywhere.

```lean
/-- The autocorrelation `A(x) = ∫ φ(t) φ(t - x) dt`. -/
def autocorr (φ : ℝ → ℝ) (x : ℝ) : ℝ := ∫ t, φ t * φ (t - x)

/-- The autocorrelation of the filter, `a_m = ∑ h_k h_(k+m)`. -/
def autoFilter (h : ℤ →₀ ℝ) (m : ℤ) : ℝ := ∑ k ∈ h.support, h k * h (k + m)
```

These are $A$ and $a_m$. The sum in `autoFilter` runs over the support of $h$, outside which $h_k$ vanishes.

The setting is one-dimensional and real, with a finite filter. The function $\varphi$ is given together with its properties; its construction from a filter is not addressed.

## Overlaps at the finer scale

```lean
/-- The product of a square-integrable function at half scale with a displaced copy of itself
is integrable. -/
theorem integrable_fine_overlap {φ : ℝ → ℝ} (hφ : MemLp φ 2 volume) (x k l : ℝ) :
    Integrable (fun t => φ (2 * t - k) * φ (2 * (t - x) - l)) := by
  have hs : MemLp (fun s => φ (s - (2 * x - (k - l)))) 2 volume :=
    hφ.comp_measurePreserving (measurePreserving_sub_right volume (2 * x - (k - l)))
  have hg : Integrable (fun s => φ s * φ (s - (2 * x - (k - l)))) := hφ.integrable_mul hs
  have h2 := (hg.comp_sub_right k).comp_mul_left' (two_ne_zero : (2 : ℝ) ≠ 0)
  convert h2 using 1
  funext t
  congr 2
  ring
```

The displaced copy of $\varphi$ is square-integrable because translation preserves Lebesgue measure (`hs`), and the product of two square-integrable functions is integrable (`hg`). Composing with $t\mapsto 2t-k$ preserves integrability, and `ring` checks that the arguments agree with those in the statement.

```lean
/-- The overlap integral of `φ(2t - k)` and `φ(2(t - x) - l)` is half the autocorrelation of `φ` at
`2x - (k - l)`. -/
theorem fine_overlap (φ : ℝ → ℝ) (x k l : ℝ) :
    ∫ t, φ (2 * t - k) * φ (2 * (t - x) - l) = 1 / 2 * autocorr φ (2 * x - (k - l)) := by
  let g : ℝ → ℝ := fun s => φ s * φ (s - (2 * x - (k - l)))
  calc ∫ t, φ (2 * t - k) * φ (2 * (t - x) - l) = ∫ t, g (2 * t - k) := by
        congr 1
        funext t
        change _ = φ (2 * t - k) * φ (2 * t - k - (2 * x - (k - l)))
        congr 2
        ring
    _ = |(2 : ℝ)⁻¹| • ∫ s, g (s - k) :=
        Measure.integral_comp_mul_left (fun s => g (s - k)) 2
    _ = |(2 : ℝ)⁻¹| • ∫ s, g s := by rw [integral_sub_right_eq_self g k]
    _ = 1 / 2 * autocorr φ (2 * x - (k - l)) := by
        rw [abs_of_pos (by norm_num), smul_eq_mul, one_div]
        rfl
```

This is the substitution $s=2t-k$. The function `g` is the integrand of $A$ at displacement $2x-(k-l)$. The first step of the `calc` block rewrites the fine-scale product as $g(2t-k)$, the second produces the factor $\tfrac12$ from the scaling, and the third removes the shift by $k$ through translation invariance. What remains is the definition of $A$.

```lean
/-- The autocorrelation is a double sum over filter coefficients of its own values at the
doubled argument. -/
theorem autocorr_expand {φ : ℝ → ℝ} {h : ℤ →₀ ℝ} (S : IsOrthonormalScaling φ h) (x : ℝ) :
    autocorr φ x = ∑ l ∈ h.support, ∑ k ∈ h.support,
      h l * h k * autocorr φ (2 * x - ((k : ℝ) - l)) := by
  have key : ∀ P Q : ℝ, √2 * P * (√2 * Q) = 2 * (Q * P) := fun P Q => by
    have hs : √2 * √2 = (2 : ℝ) := Real.mul_self_sqrt (by norm_num)
    linear_combination (P * Q) * hs
  -- insert the two-scale relation in both factors
  have hp : ∀ t, φ t * φ (t - x) = ∑ l ∈ h.support, ∑ k ∈ h.support,
      2 * (h l * h k) * (φ (2 * t - k) * φ (2 * (t - x) - l)) := fun t => by
    rw [S.two_scale t, S.two_scale (t - x), key, Finset.sum_mul_sum, Finset.mul_sum]
    refine Finset.sum_congr rfl fun l _ => ?_
    rw [Finset.mul_sum]
    exact Finset.sum_congr rfl fun k _ => by ring
  have hi : ∀ l k : ℤ, Integrable (fun t =>
      2 * (h l * h k) * (φ (2 * t - k) * φ (2 * (t - x) - l))) := fun l k =>
    (integrable_fine_overlap S.memLp x k l).const_mul _
  -- integrate term by term
  rw [autocorr, integral_congr_ae (Filter.Eventually.of_forall hp),
    MeasureTheory.integral_finsetSum _ fun l _ => MeasureTheory.integrable_finsetSum _ fun k _ => hi l k]
  refine Finset.sum_congr rfl fun l _ => ?_
  rw [MeasureTheory.integral_finsetSum _ fun k _ => hi l k]
  refine Finset.sum_congr rfl fun k _ => ?_
  rw [integral_const_mul, fine_overlap]
  ring
```

The auxiliary identity `key` multiplies the two factors $\sqrt2$. With it, `hp` expands the integrand pointwise into the double sum, and `hi` supplies the integrability of each term. The integral is then moved inside the sum over $l$ and the sum over $k$, after which `fine_overlap` evaluates each term and `ring` cancels the 2 against the $\tfrac12$.

## Integer values and the refinement relation

```lean
/-- The autocorrelation is one at the origin and zero at every other integer. -/
theorem autocorr_int {φ : ℝ → ℝ} {h : ℤ →₀ ℝ} (S : IsOrthonormalScaling φ h) (n : ℤ) :
    autocorr φ n = if n = 0 then 1 else 0 := by
  have h0 := S.orthonormal 0 n
  simp only [Int.cast_zero, sub_zero] at h0
  rw [autocorr, h0]
  exact if_congr eq_comm rfl rfl
```

This is orthonormality for the shifts $0$ and $n$, with the condition $0=n$ turned into $n=0$.

```lean
/-- The autocorrelation obeys the two-scale relation `A(x) = ∑ a_m A(2x - m)`. -/
theorem autocorr_two_scale {φ : ℝ → ℝ} {h : ℤ →₀ ℝ} (S : IsOrthonormalScaling φ h) (x : ℝ) :
    HasSum (fun m : ℤ => autoFilter h m * autocorr φ (2 * x - m)) (autocorr φ x) := by
  rw [autocorr_expand S x]
  simp only [autoFilter, Finset.sum_mul]
  refine hasSum_sum fun l _ => ?_
  -- for fixed `l`, the lag `m` and the index `k = l + m` run over the same integers
  have hf : HasSum (fun k : ℤ => h l * h k * autocorr φ (2 * x - ((k : ℝ) - l)))
      (∑ k ∈ h.support, h l * h k * autocorr φ (2 * x - ((k : ℝ) - l))) :=
    hasSum_sum_of_ne_finset_zero fun k hk => by
      rw [Finsupp.notMem_support_iff.mp hk, mul_zero, zero_mul]
  convert (Equiv.addLeft l).hasSum_iff.mpr hf using 1
  funext m
  simp
```

The refinement relation is stated with `HasSum`: the family of terms indexed by all integers $m$ is summable, and its sum is $A(x)$. The proof starts from the double sum and treats one value of $l$ at a time. For fixed $l$, `hf` extends the finite sum over $k$ to all integers, since the added terms contain $h_k=0$. The bijection `Equiv.addLeft l`, which sends $m$ to $l+m$, then replaces the index $k$ by the lag. Treating each $l$ separately is justified by `hasSum_sum`, which adds the finitely many resulting sums.

```lean
/-- For a continuous, compactly supported scaling function with orthonormal integer shifts, the
autocorrelation is `δ_n0` at the integers and obeys `A(x) = ∑ a_m A(2x - m)`. -/
theorem autocorr_interpolating_and_refinable {φ : ℝ → ℝ} {h : ℤ →₀ ℝ}
    (hc : Continuous φ) (hs : HasCompactSupport φ)
    (ho : ∀ m n : ℤ, ∫ t, φ (t - m) * φ (t - n) = if m = n then 1 else 0)
    (hr : ∀ x, φ x = √2 * ∑ k ∈ h.support, h k * φ (2 * x - k)) :
    (∀ n : ℤ, autocorr φ n = if n = 0 then 1 else 0) ∧
    ∀ x, HasSum (fun m : ℤ => autoFilter h m * autocorr φ (2 * x - m)) (autocorr φ x) := by
  have S : IsOrthonormalScaling φ h := ⟨hc.memLp_of_hasCompactSupport hs, ho, hr⟩
  exact ⟨autocorr_int S, autocorr_two_scale S⟩
```

This theorem has the hypotheses of the opening claim: continuity `hc`, compact support `hs`, orthonormal shifts `ho` and the two-scale relation `hr`. The first two give square-integrability, and the two preceding theorems supply the conclusions.

## Grid values as coefficients

```lean
/-- An expansion in integer shifts of the autocorrelation takes at each grid point the value of
the coefficient there. -/
theorem grid_interpolation {φ : ℝ → ℝ} {h : ℤ →₀ ℝ} (S : IsOrthonormalScaling φ h)
    (c : ℤ → ℝ) (j : ℤ) : HasSum (fun n : ℤ => c n * autocorr φ ((j : ℝ) - n)) (c j) := by
  have e : ∀ n : ℤ, autocorr φ ((j : ℝ) - n) = if j - n = 0 then 1 else 0 := fun n => by
    rw [← autocorr_int S (j - n), Int.cast_sub]
  have e0 : c j * autocorr φ ((j : ℝ) - j) = c j := by
    rw [e]
    simp
  have hsum := hasSum_single (f := fun n : ℤ => c n * autocorr φ ((j : ℝ) - n)) j
    (fun n hn => by simp [e, sub_eq_zero, hn.symm])
  convert hsum using 1
  exact e0.symm
```

The coefficients `c` are arbitrary, with no decay required, because at a grid point every term except $n=j$ is zero. The step `e` evaluates $A(j-n)$ from its integer values, and `hasSum_single` reduces the sum to the surviving term. The theorem concerns the values at grid points only.

```lean
/-- The filter coefficients `a_j` are the values of the autocorrelation at the half-integer
grid points `j/2`. -/
theorem autocorr_half_int {φ : ℝ → ℝ} {h : ℤ →₀ ℝ} (S : IsOrthonormalScaling φ h) (j : ℤ) :
    autocorr φ ((j : ℝ) / 2) = autoFilter h j := by
  have h1 := autocorr_two_scale S ((j : ℝ) / 2)
  rw [show 2 * ((j : ℝ) / 2) = j by ring] at h1
  exact h1.unique (grid_interpolation S (autoFilter h) j)
```

At $x=j/2$ the refinement relation says that a certain family sums to $A(j/2)$. By `grid_interpolation`, applied with the numbers $a_m$ as coefficients, the same family sums to $a_j$. A sum is unique, so the two values agree.

```lean
/-- The even coefficients of the autocorrelation filter are `a_(2n) = δ_n0`. -/
theorem autoFilter_even {φ : ℝ → ℝ} {h : ℤ →₀ ℝ} (S : IsOrthonormalScaling φ h) (n : ℤ) :
    autoFilter h (2 * n) = if n = 0 then 1 else 0 := by
  rw [← autocorr_half_int S, ← autocorr_int S n]
  congr 1
  push_cast
  ring
```

The even coefficients are the samples $A(2n/2)=A(n)$, which are already known.

## The Haar function as an example

```lean
/-- The Haar scaling function, one on `[0, 1)` and zero elsewhere. -/
def haar : ℝ → ℝ := (Set.Ico (0 : ℝ) 1).indicator fun _ => 1

/-- The Haar filter `h_0 = h_1 = 1/√2`. -/
def haarFilter : ℤ →₀ ℝ := Finsupp.single 0 (√2)⁻¹ + Finsupp.single 1 (√2)⁻¹
```

The Haar function is one on $[0,1)$ and zero elsewhere. Its shifts occupy disjoint unit cells, so different shifts have zero overlap, and each has norm one because its cell has length one. Splitting $[0,1)$ into its two halves gives $\varphi(x)=\varphi(2x)+\varphi(2x-1)$, which is the two-scale relation for $h_0=h_1=1/\sqrt2$, since $\sqrt2\cdot 1/\sqrt2=1$.

```lean
/-- The Haar function with its filter is an orthonormal scaling function. -/
theorem haar_witness : IsOrthonormalScaling haar haarFilter where
  memLp := memLp_indicator_const 2 measurableSet_Ico 1 (Or.inr (by simp))
  orthonormal m n := by
    by_cases hmn : m = n
    · subst hmn
      have hp : (fun t : ℝ => haar (t - m) * haar (t - m)) =
          (Set.Ico (m : ℝ) (m + 1)).indicator fun _ => 1 := by
        funext t
        simp only [haar, Set.indicator_apply, Set.mem_Ico]
        grind
      rw [hp, integral_indicator_const _ measurableSet_Ico]
      simp
    · -- distinct unit cells do not meet
      have hp : ∀ t : ℝ, haar (t - m) * haar (t - n) = 0 := fun t => by
        by_contra hne
        have h1 := Set.mem_of_indicator_ne_zero (left_ne_zero_of_mul hne)
        have h2 := Set.mem_of_indicator_ne_zero (right_ne_zero_of_mul hne)
        have h3 : (m : ℝ) < n + 1 := by linarith [h1.1, h2.2]
        have h4 : (n : ℝ) < m + 1 := by linarith [h2.1, h1.2]
        have h5 : m < n + 1 := by exact_mod_cast h3
        have h6 : n < m + 1 := by exact_mod_cast h4
        omega
      simp [hp, hmn]
  two_scale x := by
    have hx : haar x = haar (2 * x) + haar (2 * x - 1) := by
      simp only [haar, Set.indicator_apply, Set.mem_Ico]
      grind
    have hsum : ∑ k ∈ haarFilter.support, haarFilter k * haar (2 * x - k) =
        haarFilter.sum fun k c => c * haar (2 * x - k) := rfl
    have h2 : √2 * (√2)⁻¹ = (1 : ℝ) := mul_inv_cancel₀ (by positivity)
    rw [hsum, haarFilter, Finsupp.sum_add_index' (fun _ => zero_mul _)
      (fun _ _ _ => add_mul _ _ _), Finsupp.sum_single_index (zero_mul _),
      Finsupp.sum_single_index (zero_mul _), Int.cast_zero, Int.cast_one, sub_zero, hx]
    linear_combination -(haar (2 * x) + haar (2 * x - 1)) * h2

end

end AutocorrelationScaling
```

In the field `orthonormal`, equal shifts reduce to the length of the interval $[m,m+1)$. For different shifts, a point where the product is nonzero would lie in both cells, which would force $m<n+1$ and $n<m+1$, hence $m=n$; `omega` closes this contradiction. In the field `two_scale`, `hx` is the splitting into halves. The half-open interval makes it hold at every point, including $x=\tfrac12$. The remaining lines evaluate the two-term filter sum.

The Haar function thus satisfies `IsOrthonormalScaling`, and every theorem stated for that structure applies to it. Being discontinuous, it is not an example for the hypotheses of `autocorr_interpolating_and_refinable`.

```lean
#print axioms AutocorrelationScaling.autocorr_interpolating_and_refinable
#print axioms AutocorrelationScaling.autoFilter_even
```

```
'AutocorrelationScaling.autocorr_interpolating_and_refinable' depends on axioms: [propext, Classical.choice, Quot.sound]
'AutocorrelationScaling.autoFilter_even' depends on axioms: [propext, Classical.choice, Quot.sound]
```
